# Raising a nonnegative level shift strictly shortens a nonzero Newton step when the curvature is positive

In a level-shifted Newton step, a multiple of the identity is added to the Hessian before solving for the displacement. Here `H` is a linear map on a real inner product space with ⟪x, Hx⟫ > 0 for every nonzero x; neither symmetry of `H` nor finite dimension is assumed. The vector g plays the role of the gradient. The theorem `shifted_norm_lt` says that if (H + s)p = −g and (H + t)q = −g with 0 ≤ s < t and q ≠ 0, then ‖q‖ < ‖p‖. The proof applies the positivity of H + s to the nonzero difference p − q, which satisfies (H + s)(p − q) = (t − s)q, to get (t − s)⟪p − q, q⟫ > 0. It then cancels the positive factor t − s and finishes with the Cauchy–Schwarz inequality.

Lean 4 with Mathlib refuses this proof:

```lean
import Mathlib

open scoped InnerProductSpace

namespace ShiftedNormLt

variable {E : Type*} [NormedAddCommGroup E] [InnerProductSpace ℝ E]

/-- The Hessian `H` has positive curvature along every nonzero direction. -/
def PositiveCurvature (H : E →ₗ[ℝ] E) : Prop :=
  ∀ x, x ≠ 0 → 0 < ⟪x, H x⟫_ℝ

/-- A Hessian with positive curvature keeps it under a nonnegative level shift `s`. -/
theorem shifted_pos {H : E →ₗ[ℝ] E} (hH : PositiveCurvature H) {s : ℝ} (hs : 0 ≤ s)
    {x : E} (hx : x ≠ 0) : 0 < ⟪x, H x + s • x⟫_ℝ := by
  rw [inner_add_right, real_inner_smul_right, real_inner_self_eq_norm_sq]
  have h1 := hH x hx
  have h2 := mul_nonneg hs (sq_nonneg ‖x‖)
  linarith

/-- The difference of two level-shifted Newton steps solves a shifted linear equation
driven by the second step. -/
theorem shift_difference {H : E →ₗ[ℝ] E} {g p q : E} {s t : ℝ}
    (hp : H p + s • p = -g) (hq : H q + t • q = -g) :
    H (p - q) + s • (p - q) = (t - s) • q := by
  rw [map_sub]
  linear_combination (norm := module) hp - hq

/-- For positive curvature, a larger level shift gives a strictly shorter step, provided
the shifts are nonnegative and the step with the larger shift is nonzero. -/
theorem shifted_norm_lt {H : E →ₗ[ℝ] E} (hH : PositiveCurvature H) {g p q : E} {s t : ℝ}
    (hs : 0 ≤ s) (hst : s < t) (hp : H p + s • p = -g) (hq : H q + t • q = -g)
    (hq0 : q ≠ 0) : ‖q‖ < ‖p‖ := by
  have hd := shift_difference hp hq
  have hne : p - q ≠ 0 := by
    intro h
    rw [h, map_zero, smul_zero, add_zero] at hd
    exact (smul_ne_zero (sub_pos.mpr hst).ne' hq0) hd.symm
  have h1 := shifted_pos hH hs hne
  rw [hd, real_inner_smul_right] at h1
  have h2 : 0 < ⟪p - q, q⟫_ℝ := pos_of_mul_pos_of_pos_left h1 (sub_pos.mpr hst).le
  rw [inner_sub_left, real_inner_self_eq_norm_sq] at h2
  -- Cauchy-Schwarz turns the overlap of the two steps into a comparison of lengths
  have h3 := real_inner_le_norm p q
  have h4 : 0 < ‖q‖ := norm_pos_iff.mpr hq0
  nlinarith

end ShiftedNormLt
```

Messages:

```
Main.lean:41:32: error(lean.unknownIdentifier): Unknown identifier `pos_of_mul_pos_of_pos_left`
```

Fix (accepted with no message):

```diff
@@ -39,5 +39,5 @@
   have h1 := shifted_pos hH hs hne
   rw [hd, real_inner_smul_right] at h1
-  have h2 : 0 < ⟪p - q, q⟫_ℝ := pos_of_mul_pos_of_pos_left h1 (sub_pos.mpr hst).le
+  have h2 : 0 < ⟪p - q, q⟫_ℝ := (mul_pos_iff_of_pos_left (sub_pos.mpr hst)).mp h1
   rw [inner_sub_left, real_inner_self_eq_norm_sq] at h2
   -- Cauchy-Schwarz turns the overlap of the two steps into a comparison of lengths
```

The message means that Lean found nothing called `pos_of_mul_pos_of_pos_left` among the names available in the file. The step it was meant to justify is sound. At that point `h1` says that the product of `t - s` and `⟪p - q, q⟫_ℝ` is positive, and `h2` is to say that the second factor is positive.

The repair uses a lemma that does exist, `mul_pos_iff_of_pos_left`. Given that the left factor of a product is positive, it states that the product is positive if and only if the right factor is. Its `.mp` direction, applied to `h1`, is exactly `h2`. The lemma needs the strict inequality `0 < t - s`, which `sub_pos.mpr hst` supplies, so the `.le` that weakened it to `0 ≤ t - s` is dropped.
